# Real d-shell matrices that commute with C4 about z and C2 about x are exactly diag(a, b, c, d, d)

Order the d orbitals as $z^2,\ x^2-y^2,\ xy,\ xz,\ yz$, with indices 0 to 4. A real $5\times5$ matrix $H$ commutes with the matrices of the quarter turn C4 about $z$ and the half turn C2 about $x$ if and only if

$$H=\mathrm{diag}(a,b,c,d,d),\qquad a,b,c,d\in\mathbb R .$$

These two rotations generate the group D4. Adding the threefold rotation C3 about the cube diagonal reduces the pattern to $\mathrm{diag}(e,e,t,t,t)$.

## On-site d blocks in a code

For a single d shell, in a real one-electron model without spin–orbit coupling, the result gives the form of the on-site Hamiltonian block at a site with D4 symmetry. A code can store four numbers for this block, or test a computed block against the pattern. The axes must match: fourfold along $z$, twofold along $x$.

## From two rotations to four parameters

A rotation $R$ sends an orbital $\varphi(r)$ to $\varphi(R^{\mathsf T}r)$. For C4, $R^{\mathsf T}r=(y,-x,z)$, so $z^2$ is unchanged, $x^2-y^2$ and $xy$ change sign, $xz\mapsto yz$ and $yz\mapsto -xz$. With the images as columns, the matrix is

$$C=\mathrm{diag}(1,-1,-1)\oplus J,\qquad J=\begin{pmatrix}0&-1\\1&0\end{pmatrix}.$$

Now impose $HC=CH$.

- Between $z^2$ and either $x^2-y^2$ or $xy$, the signs differ, so each entry equals its own negative and vanishes.
- Let $v=(H_{i3},H_{i4})$ for $i\le 2$, and let $s=\pm1$ be the sign of orbital $i$. Then $vJ=sv$. Applying $J$ again gives $-v=v$, so $v=0$. The entries $H_{3i},H_{4i}$ vanish in the same way.
- On the pair $xz,yz$, commuting with $J$ forces the block $\begin{pmatrix}d&-g\\g&d\end{pmatrix}$.
- The block of $x^2-y^2$ and $xy$ is unrestricted, with off-diagonal entries $e=H_{12}$ and $f=H_{21}$ (this $e$ is not the level $e$ of the pattern with C3).

C2 about $x$ is diagonal with signs $(+,+,-,-,+)$. Commuting with it removes every entry between orbitals of opposite sign, hence $e=f=g=0$. Conversely, $\mathrm{diag}(a,b,c,d,d)$ commutes with C2, which is diagonal, and with C4, which mixes only the two orbitals that share $d$.

For C3, entry $(0,1)$ of the commutation equation reads $-a/2=-b/2$, and entry $(2,3)$ reads $c=d$. Conversely, C3 maps the first two orbitals among themselves and likewise the last three, so a diagonal matrix with equal diagonal entries within each set commutes with it.

## A coupling that C4 misses

Take diagonal entries $(0.3,0.5,0.1,0.2,0.2)$ eV and set $H_{12}=H_{21}=0.1$ eV. This matrix commutes with C4. For C2, entry $(1,2)$ of $HC_2$ is $-0.1$ and that of $C_2H$ is $+0.1$, so the commutator entry is $-0.2$ eV. A symmetry check with C4 alone would accept this block.

## The Lean file

```lean
import Mathlib

open Matrix

namespace TetragonalDOrbitals

noncomputable section

/-- The angular polynomials of the five d orbitals at the point `r = (x, y, z)`, up to
normalisation, in the order z², x²-y², xy, xz, yz. -/
def dOrb (r : Fin 3 → ℝ) : Fin 5 → ℝ :=
  ![2 * r 2 ^ 2 - r 0 ^ 2 - r 1 ^ 2, r 0 ^ 2 - r 1 ^ 2, r 0 * r 1, r 0 * r 2, r 1 * r 2]

/-- The matrix `D` represents the rotation `R` on the d orbitals: the rotated orbital
`r ↦ d_j (Rᵀ r)` is the combination of the orbitals `d_i` with coefficients `D i j`. -/
def Represents (R : Matrix (Fin 3) (Fin 3) ℝ) (D : Matrix (Fin 5) (Fin 5) ℝ) : Prop :=
  ∀ r j, dOrb (Rᵀ *ᵥ r) j = ∑ i, D i j * dOrb r i

/-- The quarter turn about the z axis, (x, y, z) ↦ (-y, x, z). -/
def rotC4z : Matrix (Fin 3) (Fin 3) ℝ := !![0, -1, 0; 1, 0, 0; 0, 0, 1]

/-- The half turn about the x axis, (x, y, z) ↦ (x, -y, -z). -/
def rotC2x : Matrix (Fin 3) (Fin 3) ℝ := !![1, 0, 0; 0, -1, 0; 0, 0, -1]

/-- The threefold rotation about the cube diagonal, (x, y, z) ↦ (z, x, y). -/
def rotC3 : Matrix (Fin 3) (Fin 3) ℝ := !![0, 0, 1; 1, 0, 0; 0, 1, 0]

/-- The 5 × 5 matrix of C4 about z on the d orbitals. -/
def dC4z : Matrix (Fin 5) (Fin 5) ℝ :=
  !![1, 0, 0, 0, 0; 0, -1, 0, 0, 0; 0, 0, -1, 0, 0; 0, 0, 0, 0, -1; 0, 0, 0, 1, 0]

/-- The 5 × 5 matrix of C2 about x on the d orbitals. -/
def dC2x : Matrix (Fin 5) (Fin 5) ℝ :=
  !![1, 0, 0, 0, 0; 0, 1, 0, 0, 0; 0, 0, -1, 0, 0; 0, 0, 0, -1, 0; 0, 0, 0, 0, 1]

/-- The 5 × 5 matrix of C3 about the cube diagonal on the d orbitals, in the
unnormalised basis `dOrb`. -/
def dC3 : Matrix (Fin 5) (Fin 5) ℝ :=
  !![-1/2, -1/2, 0, 0, 0; 3/2, -1/2, 0, 0, 0; 0, 0, 0, 1, 0; 0, 0, 0, 0, 1; 0, 0, 1, 0, 0]

/-- The five d orbitals are linearly independent: a combination that vanishes at every
point of space has all coefficients zero. -/
theorem dOrb_independent (c : Fin 5 → ℝ) (h : ∀ r, ∑ i, c i * dOrb r i = 0) : c = 0 := by
  -- five points of space suffice to read off the five coefficients
  have h1 := h ![0, 0, 1]
  have h2 := h ![1, 0, 0]
  have h3 := h ![1, 1, 0]
  have h4 := h ![1, 0, 1]
  have h5 := h ![0, 1, 1]
  simp [dOrb, Fin.sum_univ_five] at h1 h2 h3 h4 h5
  funext i
  fin_cases i <;> simp <;> linarith

/-- At most one 5 × 5 matrix represents a given rotation on the d orbitals. -/
theorem represents_unique {R : Matrix (Fin 3) (Fin 3) ℝ} {D D' : Matrix (Fin 5) (Fin 5) ℝ}
    (h : Represents R D) (h' : Represents R D') : D = D' := by
  ext i j
  have key := dOrb_independent (fun k => D k j - D' k j) (fun r => by
    have h1 := h r j
    have h2 := h' r j
    simp only [sub_mul, Finset.sum_sub_distrib]
    linarith)
  exact sub_eq_zero.mp (congrFun key i)

/-- The matrices `dC4z`, `dC2x` and `dC3` represent the quarter turn about z, the half turn
about x and the threefold rotation about the cube diagonal. -/
theorem represents_rotations :
    Represents rotC4z dC4z ∧ Represents rotC2x dC2x ∧ Represents rotC3 dC3 := by
  refine ⟨?_, ?_, ?_⟩ <;> intro r j <;> fin_cases j <;>
    simp [dOrb, rotC4z, rotC2x, rotC3, dC4z, dC2x, dC3, Matrix.mulVec, dotProduct,
      Fin.sum_univ_three, Fin.sum_univ_five] <;> ring

/-- A real matrix commutes with C4 about z alone if and only if it has the form shown:
x²-y² may mix with xy, and xz and yz have equal diagonal entries and an antisymmetric
coupling. -/
theorem commute_C4z_iff (H : Matrix (Fin 5) (Fin 5) ℝ) :
    H * dC4z = dC4z * H ↔ ∃ a b c d e f g : ℝ,
      H = !![a, 0, 0, 0, 0; 0, b, e, 0, 0; 0, f, c, 0, 0; 0, 0, 0, d, -g; 0, 0, 0, g, d] := by
  constructor
  · intro h
    have q : ∀ i j, (H * dC4z) i j = (dC4z * H) i j := fun i j => by rw [h]
    -- couplings of z² to the other orbitals
    have h01 := q 0 1
    have h02 := q 0 2
    have h03 := q 0 3
    have h04 := q 0 4
    have h10 := q 1 0
    have h20 := q 2 0
    have h30 := q 3 0
    have h40 := q 4 0
    -- couplings of x²-y² and xy to the pair xz, yz
    have h13 := q 1 3
    have h14 := q 1 4
    have h23 := q 2 3
    have h24 := q 2 4
    have h31 := q 3 1
    have h41 := q 4 1
    have h32 := q 3 2
    have h42 := q 4 2
    -- the block of xz and yz
    have h33 := q 3 3
    have h34 := q 3 4
    simp [dC4z, Matrix.mul_apply, Fin.sum_univ_five] at h01 h02 h03 h04 h10 h20 h30 h40 h13 h14 h23 h24 h31 h41 h32 h42 h33 h34
    refine ⟨H 0 0, H 1 1, H 2 2, H 3 3, H 1 2, H 2 1, H 4 3, ?_⟩
    ext i j
    fin_cases i <;> fin_cases j <;> simp <;> linarith
  · rintro ⟨a, b, c, d, e, f, g, rfl⟩
    ext i j
    fin_cases i <;> fin_cases j <;> simp [dC4z, Matrix.mul_apply, Fin.sum_univ_five]

/-- Tetragonal splitting pattern: a real matrix on the d orbitals z², x²-y², xy, xz, yz
commutes with C4 about z and C2 about x if and only if it is diag(a, b, c, d, d). -/
theorem tetragonal_splitting (H : Matrix (Fin 5) (Fin 5) ℝ) :
    (H * dC4z = dC4z * H ∧ H * dC2x = dC2x * H) ↔
      ∃ a b c d : ℝ, H = Matrix.diagonal ![a, b, c, d, d] := by
  constructor
  · rintro ⟨h4, h2⟩
    obtain ⟨a, b, c, d, e, f, g, rfl⟩ := (commute_C4z_iff H).mp h4
    -- the half turn gives opposite signs to the orbitals that C4 still lets mix
    have h12 := congrFun (congrFun h2 1) 2
    have h21 := congrFun (congrFun h2 2) 1
    have h43 := congrFun (congrFun h2 4) 3
    simp [dC2x, Matrix.mul_apply, Fin.sum_univ_five] at h12 h21 h43
    have he : e = 0 := by linarith
    have hf : f = 0 := by linarith
    have hg : g = 0 := by linarith
    refine ⟨a, b, c, d, ?_⟩
    ext i j
    fin_cases i <;> fin_cases j <;> simp [he, hf, hg]
  · rintro ⟨a, b, c, d, rfl⟩
    constructor <;> ext i j <;> fin_cases i <;> fin_cases j <;>
      simp [dC4z, dC2x, Matrix.diagonal_apply, Matrix.mul_apply]

/-- Octahedral limit: a real matrix on the d orbitals commutes with C4 about z, C2 about x
and C3 about the cube diagonal if and only if it is diag(e, e, t, t, t). -/
theorem octahedral_splitting (H : Matrix (Fin 5) (Fin 5) ℝ) :
    (H * dC4z = dC4z * H ∧ H * dC2x = dC2x * H ∧ H * dC3 = dC3 * H) ↔
      ∃ e t : ℝ, H = Matrix.diagonal ![e, e, t, t, t] := by
  constructor
  · rintro ⟨h4, h2, h3⟩
    obtain ⟨a, b, c, d, rfl⟩ := (tetragonal_splitting H).mp ⟨h4, h2⟩
    -- C3 mixes z² with x²-y², and carries xz to xy
    have h01 := congrFun (congrFun h3 0) 1
    have h23 := congrFun (congrFun h3 2) 3
    simp [dC3, Matrix.diagonal_apply, Matrix.mul_apply] at h01 h23
    have hab : b = a := by linarith
    have hcd : d = c := by linarith
    exact ⟨a, c, by rw [hab, hcd]⟩
  · rintro ⟨e, t, rfl⟩
    obtain ⟨h4, h2⟩ := (tetragonal_splitting _).mpr ⟨e, e, t, t, rfl⟩
    refine ⟨h4, h2, ?_⟩
    ext i j
    fin_cases i <;> fin_cases j <;>
      simp [dC3, Matrix.diagonal_apply, Matrix.mul_apply] <;> ring

end

end TetragonalDOrbitals
```

```lean
#print axioms TetragonalDOrbitals.represents_unique
#print axioms TetragonalDOrbitals.represents_rotations
#print axioms TetragonalDOrbitals.commute_C4z_iff
#print axioms TetragonalDOrbitals.octahedral_splitting
```

```
'TetragonalDOrbitals.represents_unique' depends on axioms: [propext, Classical.choice, Quot.sound]
'TetragonalDOrbitals.represents_rotations' depends on axioms: [propext, Classical.choice, Quot.sound]
'TetragonalDOrbitals.commute_C4z_iff' depends on axioms: [propext, Classical.choice, Quot.sound]
'TetragonalDOrbitals.octahedral_splitting' depends on axioms: [propext, Classical.choice, Quot.sound]
```

## Reading the theorems and their proofs

`dOrb` holds the angular polynomials without normalisation. `Represents R D` says that column `j` of `D` expands the rotated orbital `j`. `represents_rotations` verifies the three matrices by expanding polynomials. `dOrb_independent` evaluates a vanishing combination at five points, and `represents_unique` applies this to the difference of two candidate matrices. The matrices are therefore determined by the spatial rotations.

`commute_C4z_iff` compares entries of the two products, and `linarith` solves the resulting linear equations. `tetragonal_splitting` starts from that form and uses three entries of the C2 equation to remove `e`, `f` and `g`. `octahedral_splitting` adds the two C3 entries used above.

Normalising the orbitals leaves `dC4z`, `dC2x` and the diagonal patterns unchanged. It does change `dC3`: its upper-left block becomes $\begin{pmatrix}-1/2&-\sqrt3/2\\ \sqrt3/2&-1/2\end{pmatrix}$.

`H` is any real matrix. In the two splitting theorems $H=H^{\mathsf T}$ is a consequence, not a hypothesis; commuting with C4 alone does not force it. That a site's Hamiltonian commutes with the rotations is the physical input: the effective potential must be unchanged by each turn. In a mean-field calculation this potential includes the contribution of the electrons, so a symmetric arrangement of the atoms is not enough if the electronic state breaks the symmetry. The theorems fix neither the values nor the order of the levels, and $a,b,c,d$ may coincide. They concern real numbers, so a floating-point comparison needs a tolerance. Spin, complex matrices and coupling to other shells or sites are not covered.
